# Euler–Maruyama in a harmonic well: stability limit and stationary second moment

Before an overdamped Langevin run, one has to choose a time step. For a single harmonic degree of freedom without inertia, the results below tell which steps let the mean square position settle, and how far its limit then lies from the equipartition value.

## The particle, its update and its second moment

A particle at position $x$ sits in the well $kx^2/2$, with friction $g$, thermal energy $k_{\mathrm B}T$ and time step $h$. In Lean the thermal energy is the single variable `kT`, not a product involving the spring constant `k`. All quantities are real numbers, in any consistent units.

```lean
import Mathlib

open MeasureTheory Filter Topology

noncomputable section

namespace EulerMaruyamaHarmonic
```

With noise value $w$, one Euler–Maruyama step is

$$x' = x-\frac{kh}{g}x+\sqrt{\frac{2k_{\mathrm B}Th}{g}}\,w .$$

The noise amplitude is postulated. It stands for a heat bath whose random kicks balance the friction at temperature $T$.

```lean
/-- One Euler-Maruyama step of overdamped Langevin dynamics in the well `k x² / 2`, with friction `g
> 0`, time step `h ≥ 0`, thermal energy `kT ≥ 0` and noise value `w`. -/
def emStep (k g h kT x w : ℝ) : ℝ :=
  x - k * h / g * x + Real.sqrt (2 * kT * h / g) * w
```

The sequence $u_n$, written `secondMoment k g h kT u₀ n`, starts at $u_0$ and follows a recursion that part (a) derives from the update.

```lean
/-- The sequence that starts at `u₀` and follows the recursion `u ↦ (1 - k h / g)² u + 2 kT h / g`,
for `g ≠ 0`. -/
def secondMoment (k g h kT u₀ : ℝ) : ℕ → ℝ
  | 0 => u₀
  | n + 1 => (1 - k * h / g) ^ 2 * secondMoment k g h kT u₀ n + 2 * kT * h / g
```

The last definition names a number $m$, `stationaryMoment`, whose role emerges in part (d).

```lean
/-- The number `kT / (k (1 - k h / (2 g)))`, a fixed point of the recursion in `secondMoment` for
nonzero `k` and `g` and `h ≠ 2 g / k`. -/
def stationaryMoment (k g h kT : ℝ) : ℝ :=
  kT / (k * (1 - k * h / (2 * g)))
```

## (a) The mean square after one step

Let $X$ be the position and $\xi$ the noise, both square-integrable, with $\mathbb E[X\xi]=0$ and $\mathbb E[\xi^2]=1$. For $g,h,k_{\mathrm B}T>0$, show that the new position $X'$ satisfies

$$\mathbb E[X'^2]=\left(1-\frac{kh}{g}\right)^2\mathbb E[X^2]+\frac{2k_{\mathrm B}Th}{g}.$$

**Solution.** Put $c=\sqrt{2k_{\mathrm B}Th/g}$. Then

$$X'^2=\left(1-\frac{kh}{g}\right)^2X^2+2\left(1-\frac{kh}{g}\right)c\,X\xi+c^2\xi^2 .$$

On taking expectations, the cross term vanishes and the last term gives $c^2$.

In Lean, $\mathbb E$ is the integral over `μ`, and `MemLp X 2 μ` is square-integrability. `hexp` is the expansion, and `i1`, `i2`, `i3` justify integrating term by term. Neither Gaussian noise nor zero mean is required. The theorem covers one step; it extends to a whole trajectory if its conditions hold at each step. They do when the starting position is square-integrable and each new noise value has zero mean and unit variance and is independent of the current position.

```lean
/-- If position and noise are square-integrable, the noise has unit second moment and its product
with the position has mean zero, then for positive `g`, `h` and `kT` one Euler-Maruyama step changes
the mean square position by the recursion of `secondMoment`. -/
theorem integral_emStep_sq {Ω : Type*} [MeasurableSpace Ω] {μ : Measure Ω}
    {X ξ : Ω → ℝ} {k g h kT : ℝ} (hg : 0 < g) (hh : 0 < h) (hT : 0 < kT)
    (hX : MemLp X 2 μ) (hξ : MemLp ξ 2 μ)
    (hcorr : ∫ ω, X ω * ξ ω ∂μ = 0) (hunit : ∫ ω, ξ ω ^ 2 ∂μ = 1) :
    ∫ ω, emStep k g h kT (X ω) (ξ ω) ^ 2 ∂μ
      = (1 - k * h / g) ^ 2 * ∫ ω, X ω ^ 2 ∂μ + 2 * kT * h / g := by
  have hc : Real.sqrt (2 * kT * h / g) ^ 2 = 2 * kT * h / g :=
    Real.sq_sqrt (by positivity)
  -- expand the square into position, cross and noise terms
  have hexp : ∀ ω, emStep k g h kT (X ω) (ξ ω) ^ 2
      = (1 - k * h / g) ^ 2 * X ω ^ 2
        + 2 * (1 - k * h / g) * Real.sqrt (2 * kT * h / g) * (X ω * ξ ω)
        + 2 * kT * h / g * ξ ω ^ 2 := by
    intro ω
    unfold emStep
    linear_combination ξ ω ^ 2 * hc
  simp_rw [hexp]
  have hXξ : Integrable (fun ω => X ω * ξ ω) μ := hX.integrable_mul hξ
  have i1 : Integrable (fun ω => (1 - k * h / g) ^ 2 * X ω ^ 2) μ :=
    hX.integrable_sq.const_mul _
  have i2 : Integrable (fun ω =>
      2 * (1 - k * h / g) * Real.sqrt (2 * kT * h / g) * (X ω * ξ ω)) μ :=
    hXξ.const_mul _
  have i3 : Integrable (fun ω => 2 * kT * h / g * ξ ω ^ 2) μ :=
    hξ.integrable_sq.const_mul _
  have i12 : Integrable (fun ω => (1 - k * h / g) ^ 2 * X ω ^ 2
      + 2 * (1 - k * h / g) * Real.sqrt (2 * kT * h / g) * (X ω * ξ ω)) μ := i1.add i2
  rw [integral_add i12 i3, integral_add i1 i2, integral_const_mul, integral_const_mul,
    integral_const_mul, hcorr, hunit]
  ring
```

## (b) Two coins as position and noise

Find a position and a noise on a finite probability space with

$$\mathbb E[X\xi]=0,\qquad \mathbb E[\xi^2]=1 .$$

**Solution.** Toss two fair coins, and let $X$ and $\xi$ be their signs $\pm1$.

```lean
/-- The value `1` or `-1` read off a coin. -/
def coinSign (b : Bool) : ℝ := if b then 1 else -1
```

Each of the four outcomes has weight $1/4$.

```lean
/-- The uniform probability measure on the outcomes of two coins. -/
def twoCoins : Measure (Bool × Bool) := (1 / 4 : NNReal) • Measure.count
```

The products $X\xi$ are $1,-1,-1,1$, with mean $0$, and $\xi^2$ is always $1$. Square-integrability is automatic on a finite space. Lean evaluates the same four-term sums.

```lean
/-- Two fair coins, one giving the position and one the noise, satisfy the hypotheses on the
random variables in `integral_emStep_sq`. -/
theorem integral_emStep_sq_witness :
    MemLp (fun ω : Bool × Bool => coinSign ω.1) 2 twoCoins ∧
    MemLp (fun ω : Bool × Bool => coinSign ω.2) 2 twoCoins ∧
    ∫ ω, coinSign ω.1 * coinSign ω.2 ∂twoCoins = 0 ∧
    ∫ ω, coinSign ω.2 ^ 2 ∂twoCoins = 1 := by
  unfold twoCoins
  refine ⟨MemLp.of_discrete, MemLp.of_discrete, ?_, ?_⟩
  · rw [integral_smul_nnreal_measure, integral_count]
    simp [Fintype.sum_prod_type, coinSign]
  · rw [integral_smul_nnreal_measure, integral_count]
    norm_num [Fintype.sum_prod_type, coinSign, NNReal.smul_def]
```

## (c) When the factor is below one

For $k,g,h>0$, show that

$$\left(1-\frac{kh}{g}\right)^2<1\iff h<\frac{2g}{k}.$$

**Solution.** With $r=kh/g>0$, we have $(1-r)^2-1=r(r-2)$. This is negative exactly when $r<2$, that is, when $h<2g/k$.

The step `e` translates the bound on $h$ into $r<2$, and `nlinarith` settles both directions of the quadratic inequality.

```lean
/-- The factor multiplying the second moment in each step is below one exactly when the time
step is below `2 g / k`. -/
theorem factor_lt_one_iff {k g h : ℝ} (hk : 0 < k) (hg : 0 < g) (hh : 0 < h) :
    (1 - k * h / g) ^ 2 < 1 ↔ h < 2 * g / k := by
  have hr : 0 < k * h / g := by positivity
  have e : h < 2 * g / k ↔ k * h / g < 2 := by
    rw [lt_div_iff₀ hk, div_lt_iff₀ hg, mul_comm h k]
  rw [e]
  constructor <;> intro H <;> nlinarith
```

## (d) The sequence in closed form

Write $a=(1-kh/g)^2$. For $k,g\neq0$ and $h\neq2g/k$, show that

$$u_n=m+a^n(u_0-m),\qquad m=\frac{k_{\mathrm B}T}{k\left(1-\frac{kh}{2g}\right)} .$$

**Solution.** First, $m$ is a fixed point of the recursion. Since $m=2gk_{\mathrm B}T/\bigl(k(2g-kh)\bigr)$ and $1-a=kh(2g-kh)/g^2$,

$$(1-a)m=\frac{2k_{\mathrm B}Th}{g}.$$

Subtracting $m=am+2k_{\mathrm B}Th/g$ from the recursion gives $u_{n+1}-m=a(u_n-m)$. Induction on $n$ finishes the argument, with $a^0=1$ even when $a=0$.

`hfix` is the fixed-point identity, and the induction uses it in its last line.

```lean
/-- For nonzero `k` and `g` and `h ≠ 2 g / k`, the deviation of `secondMoment` from
`stationaryMoment` after `n` steps is the initial deviation times the `n`-th power of `(1 - k h /
g)²`. -/
theorem secondMoment_eq {k g h : ℝ} (kT u₀ : ℝ) (hk : k ≠ 0) (hg : g ≠ 0)
    (hne : h ≠ 2 * g / k) (n : ℕ) :
    secondMoment k g h kT u₀ n = stationaryMoment k g h kT
      + ((1 - k * h / g) ^ 2) ^ n * (u₀ - stationaryMoment k g h kT) := by
  have hd : 2 * g - k * h ≠ 0 := by
    intro H
    apply hne
    rw [eq_div_iff hk]
    linarith
  -- the stationary value is a fixed point of the recursion
  have hfix : stationaryMoment k g h kT
      = (1 - k * h / g) ^ 2 * stationaryMoment k g h kT + 2 * kT * h / g := by
    have h1 : 1 - k * h / (2 * g) = (2 * g - k * h) / (2 * g) := by field_simp
    unfold stationaryMoment
    rw [h1]
    field_simp
    ring
  induction n with
  | zero => simp [secondMoment]
  | succ n ih =>
    simp only [secondMoment]
    rw [ih]
    linear_combination -hfix
```

## (e) Growth at and above the threshold

Let $k,g,h,k_{\mathrm B}T>0$, $u_0\ge0$ and $h\ge2g/k$. Show that

$$u_n\to\infty .$$

**Solution.** Put $b=2k_{\mathrm B}Th/g>0$. By (c), $a\ge1$. We claim $u_n\ge nb$. This holds at $n=0$, and if it holds at $n$, then $u_n\ge0$ and

$$u_{n+1}=au_n+b\ge u_n+b\ge(n+1)b .$$

Since $nb\to\infty$, so does $u_n$. The claim is `hlow` in Lean.

The condition $u_0\ge0$ matters. Take $k=g=k_{\mathrm B}T=1$ and $h=3$, so that $u_{n+1}=4u_n+6$. Starting from $u_0=-2$, the sequence stays at $-2$ and converges, although $h>2g/k$. A true mean square is never negative.

```lean
/-- For time steps at or above `2 g / k` the second moment grows without bound. -/
theorem secondMoment_tendsto_atTop {k g h kT u₀ : ℝ} (hk : 0 < k) (hg : 0 < g)
    (hh : 0 < h) (hT : 0 < kT) (hu : 0 ≤ u₀) (hlarge : 2 * g / k ≤ h) :
    Tendsto (secondMoment k g h kT u₀) atTop atTop := by
  have ha : 1 ≤ (1 - k * h / g) ^ 2 :=
    not_lt.mp fun H => not_lt_of_ge hlarge ((factor_lt_one_iff hk hg hh).mp H)
  have hb : 0 < 2 * kT * h / g := by positivity
  -- every step adds at least the noise contribution
  have hlow : ∀ n : ℕ, (n : ℝ) * (2 * kT * h / g) ≤ secondMoment k g h kT u₀ n := by
    intro n
    induction n with
    | zero => simpa [secondMoment] using hu
    | succ n ih =>
      have hpos : 0 ≤ secondMoment k g h kT u₀ n := le_trans (by positivity) ih
      have hgrow := le_mul_of_one_le_left hpos ha
      simp only [secondMoment]
      rw [Nat.cast_succ, add_mul, one_mul]
      exact add_le_add (ih.trans hgrow) le_rfl
  exact tendsto_atTop_mono hlow (tendsto_natCast_atTop_atTop.atTop_mul_const hb)
```

## (f) Convergence and its limit

For $k,g,h,k_{\mathrm B}T>0$ and $u_0\ge0$, show that

$$(u_n)\text{ converges}\iff h<\frac{2g}{k},\qquad\text{and then}\quad u_n\to m .$$

**Solution.** If $h<2g/k$, then $0\le a<1$ by (c), so $a^n\to0$ and (d) gives $u_n\to m$. If $h\ge2g/k$, then (e) gives $u_n\to\infty$, which rules out a finite limit.

For example, $k=g=k_{\mathrm B}T=1$ and $h=1/2$ give $u_{n+1}=u_n/4+1$. From $u_0=0$ the values are $0,\,1,\,5/4,\,21/16,\dots$, with limit $m=4/3$.

In Lean, convergence means that some real `L` is the limit. `hconv` is the first half of the argument, and `by_contra` leads into the second.

```lean
/-- The Euler-Maruyama second moment in a harmonic well converges exactly when `h < 2 g / k`,
and its limit is then `kT / (k (1 - k h / (2 g)))`. -/
theorem secondMoment_converges_iff {k g h kT u₀ : ℝ} (hk : 0 < k) (hg : 0 < g)
    (hh : 0 < h) (hT : 0 < kT) (hu : 0 ≤ u₀) :
    ((∃ L, Tendsto (secondMoment k g h kT u₀) atTop (𝓝 L)) ↔ h < 2 * g / k) ∧
    (h < 2 * g / k →
      Tendsto (secondMoment k g h kT u₀) atTop (𝓝 (stationaryMoment k g h kT))) := by
  have hconv : h < 2 * g / k →
      Tendsto (secondMoment k g h kT u₀) atTop (𝓝 (stationaryMoment k g h kT)) := by
    intro hs
    have hpow := tendsto_pow_atTop_nhds_zero_of_lt_one (sq_nonneg (1 - k * h / g))
      ((factor_lt_one_iff hk hg hh).mpr hs)
    have hlim := (hpow.mul_const (u₀ - stationaryMoment k g h kT)).const_add
      (stationaryMoment k g h kT)
    rw [zero_mul, add_zero] at hlim
    exact hlim.congr fun n => (secondMoment_eq kT u₀ hk.ne' hg.ne' hs.ne n).symm
  refine ⟨⟨?_, fun hs => ⟨_, hconv hs⟩⟩, hconv⟩
  rintro ⟨L, hL⟩
  by_contra hs
  exact not_tendsto_nhds_of_tendsto_atTop
    (secondMoment_tendsto_atTop hk hg hh hT hu (not_lt.mp hs)) L hL
```

## (g) The excess over equipartition

For $k,g,h,k_{\mathrm B}T>0$ and $h<2g/k$, show that

$$m-\frac{k_{\mathrm B}T}{k}=\frac{k_{\mathrm B}Th}{2g-kh}>0 .$$

**Solution.** From the form of $m$ used in (d),

$$m-\frac{k_{\mathrm B}T}{k}=\frac{k_{\mathrm B}T}{k}\cdot\frac{2g-(2g-kh)}{2g-kh}=\frac{k_{\mathrm B}Th}{2g-kh}.$$

The denominator is positive because $kh<2g$; this is `hd` in Lean. In the example of (f) the excess is $4/3-1=1/3$, so a temperature read off from $k\,\mathbb E[X^2]$ would come out one third too high.

```lean
/-- For a time step below `2 g / k` the stationary second moment exceeds the equipartition
value `kT / k` by the positive amount `kT h / (2 g - k h)`. -/
theorem stationaryMoment_excess {k g h kT : ℝ} (hk : 0 < k) (hg : 0 < g)
    (hh : 0 < h) (hT : 0 < kT) (hs : h < 2 * g / k) :
    stationaryMoment k g h kT - kT / k = kT * h / (2 * g - k * h) ∧
    0 < kT * h / (2 * g - k * h) := by
  have hd : 0 < 2 * g - k * h := by
    rw [lt_div_iff₀ hk] at hs
    linarith
  have hd' : 2 * g - k * h ≠ 0 := hd.ne'
  refine ⟨?_, by positivity⟩
  have h1 : 1 - k * h / (2 * g) = (2 * g - k * h) / (2 * g) := by field_simp
  unfold stationaryMoment
  rw [h1]
  field_simp
  ring

end EulerMaruyamaHarmonic
```

```lean
#print axioms EulerMaruyamaHarmonic.integral_emStep_sq
-- 'EulerMaruyamaHarmonic.integral_emStep_sq' depends on axioms: [propext, Classical.choice, Quot.sound]
#print axioms EulerMaruyamaHarmonic.secondMoment_converges_iff
-- 'EulerMaruyamaHarmonic.secondMoment_converges_iff' depends on axioms: [propext, Classical.choice, Quot.sound]
#print axioms EulerMaruyamaHarmonic.stationaryMoment_excess
-- 'EulerMaruyamaHarmonic.stationaryMoment_excess' depends on axioms: [propext, Classical.choice, Quot.sound]
```
